# Derivations that correspond on the coordinates under the substitution u = x + iy, v = x − iy correspond on every polynomial

The states here are complex polynomials in two variables, with no inner product or normalisation, and `toXY` is the invertible substitution that puts u = x + iy and v = x − iy into a polynomial in u and v. The theorem `intertwine` takes two derivations `D` and `E`, that is, complex-linear maps obeying the Leibniz rule, with `D` acting after the substitution and `E` before it. If substituting and then applying `D` gives the same result as applying `E` and then substituting for each of the two coordinates, then it does so for every polynomial. The proof is by induction on the polynomial: constants are sent to zero by both derivations, sums follow by linearity, and multiplication by a coordinate follows from the Leibniz rule.

In Lean, a first try:

```lean
import Mathlib

open MvPolynomial

namespace PlanarAngularMomentum

noncomputable section

/-- Complex polynomials in two variables, the polynomial states of two oscillators. -/
abbrev Poly := MvPolynomial (Fin 2) ℂ

/-- The circular coordinate `u = x + i y`. -/
def uVar : Poly := X 0 + C Complex.I * X 1

/-- The circular coordinate `v = x - i y`. -/
def vVar : Poly := X 0 - C Complex.I * X 1

/-- The constant polynomial `i` squares to `-1`. -/
theorem C_I_mul_C_I : (C Complex.I : Poly) * C Complex.I = -1 := by
  rw [← C_mul, Complex.I_mul_I, C_neg, C_1]

/-- The constant polynomial `1/2` is half of one. -/
theorem C_half_mul_two : (C (1 / 2) : Poly) * 2 = 1 := by
  have h : (2 : Poly) = C 2 := (map_ofNat C 2).symm
  rw [h, ← C_mul, ← C_1]
  norm_num

/-- The substitution `u = x + i y`, `v = x - i y`, turning a polynomial in `u, v` into one
in `x, y`; its inverse is `x = (u + v)/2`, `y = i (v - u)/2`. -/
def toXY : Poly ≃ₐ[ℂ] Poly :=
  AlgEquiv.ofAlgHom (aeval ![uVar, vVar])
    (aeval ![C (1 / 2) * (X 0 + X 1), C (1 / 2) * C Complex.I * (X 1 - X 0)])
    (by
      refine algHom_ext (Fin.forall_fin_two.2 ⟨?_, ?_⟩) <;>
        simp only [AlgHom.comp_apply, AlgHom.id_apply, aeval_X, aeval_C, algebraMap_eq,
          map_mul, map_add, map_sub, Matrix.cons_val_zero, Matrix.cons_val_one, uVar, vVar]
      · linear_combination (X 0 : Poly) * C_half_mul_two
      · linear_combination (-2 * C (1 / 2) * X 1 : Poly) * C_I_mul_C_I
          + (X 1 : Poly) * C_half_mul_two)
    (by
      refine algHom_ext (Fin.forall_fin_two.2 ⟨?_, ?_⟩) <;>
        simp only [AlgHom.comp_apply, AlgHom.id_apply, aeval_X, aeval_C, algebraMap_eq,
          map_mul, map_add, map_sub, Matrix.cons_val_zero, Matrix.cons_val_one, uVar, vVar]
      · linear_combination (C (1 / 2) * (X 1 - X 0) : Poly) * C_I_mul_C_I
          + (X 0 : Poly) * C_half_mul_two
      · linear_combination (-C (1 / 2) * (X 1 - X 0) : Poly) * C_I_mul_C_I
          + (X 1 : Poly) * C_half_mul_two)

/-- Two derivations that correspond under the substitution on the coordinates correspond on every
polynomial. -/
theorem intertwine (D E : Derivation ℂ Poly Poly)
    (h : ∀ k, D (toXY (X k)) = toXY (E (X k))) (q : Poly) :
    D (toXY q) = toXY (E q) := by
  refine MvPolynomial.induction_on q ?_ ?_ ?_
  · intro a
    have h0 : toXY (C a) = C a := toXY.commutes a
    have h1 : D (C a) = 0 := D.map_algebraMap a
    have h2 : E (C a) = 0 := E.map_algebraMap a
    rw [h0, h1, h2, map_zero]
  · intro p r hp hr
    simp only [map_add, hp, hr]
  · intro p k hp
    -- the Leibniz rule carries the correspondence from factors to products
    simp only [map_mul, Derivation.leibniz, smul_eq_mul, map_add, hp, h]

end

end PlanarAngularMomentum
```

Compiling this gives:

```
Main.lean:54:2: error: Type mismatch
  induction_on q ?m.35 ?m.36 ?m.37
has type
  ?m.34 q
but is expected to have type
  D (toXY q) = toXY (E q)
```

As a diff, the version that Lean accepts:

```diff
@@ -52,13 +52,13 @@
     (h : ∀ k, D (toXY (X k)) = toXY (E (X k))) (q : Poly) :
     D (toXY q) = toXY (E q) := by
-  refine MvPolynomial.induction_on q ?_ ?_ ?_
-  · intro a
+  induction q using MvPolynomial.induction_on
+  next a =>
     have h0 : toXY (C a) = C a := toXY.commutes a
     have h1 : D (C a) = 0 := D.map_algebraMap a
     have h2 : E (C a) = 0 := E.map_algebraMap a
     rw [h0, h1, h2, map_zero]
-  · intro p r hp hr
+  next p r hp hr =>
     simp only [map_add, hp, hr]
-  · intro p k hp
+  next p k hp =>
     -- the Leibniz rule carries the correspondence from factors to products
     simp only [map_mul, Derivation.leibniz, smul_eq_mul, map_add, hp, h]
```

What went wrong. `MvPolynomial.induction_on` proves a property of a polynomial, and that property, the motive, is an implicit argument. In the `refine` call Lean had to find it by unification. The message shows that it was still the unknown `?m.34` when the term's type, `?m.34 q`, was compared with the goal `D (toXY q) = toXY (E q)`, and that the two were not matched. The message does not say why unification stopped there. The mathematical statement is not at fault.

`induction q using MvPolynomial.induction_on` cures this because the tactic builds the motive from the goal itself, as the property that the equation holds of `q`, and does not leave it to be found by unification.

The other changes follow from this one. The tactic has already introduced each case's variables and hypotheses, so the `intro` lines have nothing left to do, and `next a =>`, `next p r hp hr =>` and `next p k hp =>` give them the names that the proofs use. The arguments within the three cases are unchanged.
